# In finite dimension, a nonzero potential g|u⟩⟨u| adds no correction to the dipole commutator relation exactly when u is an eigenvector of the dipole operator

## Does an even projector leave the dipole commutator alone?

A single valence electron moves around an atom at the origin. Its core is replaced by a pseudopotential with one separable s-type channel, \(g\,|u\rangle\langle u|\). I diagonalise \(H=T+g|u\rangle\langle u|\) in a finite, orthonormalised Gaussian basis, where \(T\) holds the kinetic energy and the local potential. Then I compute each transition moment twice: directly from the dipole matrix \(X\), and from the commutator \(TX-XT\) divided by the energy difference.

The two numbers disagree. I had expected the channel to drop out, because \(u\) is even and \(X\) is odd, so \(\langle u,Xu\rangle=0\). Why isn't that enough? And is there any \(u\) for which the two agree for every transition?

## Only when X maps u to a multiple of itself

A vanishing expectation value is too weak. Write the comparison without the division, as \((E_a-E_b)\langle a,Xb\rangle=\langle a,(TX-XT)b\rangle\). This holds for all pairs of eigenvectors of \(H\), equal energies included, exactly when \(Xu=cu\) for some number \(c\). For transitions alone, with \(E_a\neq E_b\), the condition is always sufficient. It is also necessary in your parity-symmetric atom if no even level coincides with an odd one, because the correction then vanishes for every equal-energy pair. In your case \(\langle u,Xu\rangle=0\) forces \(c=0\), so you would need \(Xu=0\), whereas an s-type \(u\) normally has a nonzero p-type image \(Xu\) in the basis.

### From the eigenvalue equations to the correction

Let \(\langle\cdot,\cdot\rangle\) be the inner product, conjugate-linear in its first slot, and write \(Wv=g\langle u,v\rangle u\) for the channel, with \(g\) real. It is symmetric:
\[
\langle Wx,y\rangle=g\langle x,u\rangle\langle u,y\rangle=\langle x,Wy\rangle .
\]
Let \(Ha=E_a a\) and \(Hb=E_b b\), with \(H=T+W\) and \(T\) symmetric. Acting to the left on \(a\) and to the right on \(b\) gives
\[
\langle a,HXb\rangle=E_a\langle a,Xb\rangle,\qquad
\langle a,XHb\rangle=E_b\langle a,Xb\rangle .
\]
Subtract, and split \(H\) into its two parts:
\[
(E_a-E_b)\langle a,Xb\rangle=\langle a,(TX-XT)b\rangle+\langle a,(WX-XW)b\rangle .
\]
Since \((WX-XW)b=g\langle u,Xb\rangle u-g\langle u,b\rangle Xu\), this becomes
\[
(E_a-E_b)\langle a,Xb\rangle=\langle a,(TX-XT)b\rangle
+g\big(\langle a,u\rangle\langle u,Xb\rangle-\langle a,Xu\rangle\langle u,b\rangle\big).
\]
Your parity argument concerns \(\langle u,Xu\rangle\), which does not appear here. For an s-to-p transition, the product \(\langle a,u\rangle\langle u,Xb\rangle\) or its partner generally survives.

### When the correction vanishes for every pair

Put \(P=|u\rangle\langle u|\) with \(u\neq0\), and let \(X\) be symmetric. If \(PX=XP\), applying both sides to \(u\) gives \(\langle u,Xu\rangle u=\langle u,u\rangle Xu\), so
\[
Xu=cu,\qquad c=\frac{\langle u,Xu\rangle}{\langle u,u\rangle}.
\]
Conversely, if \(Xu=cu\), then \(c\) is real because \(X\) is symmetric, and for every \(v\)
\[
PXv=\langle u,Xv\rangle u=\langle Xu,v\rangle u=c\langle u,v\rangle u=XPv .
\]

It remains to connect commutation with the eigenvectors of \(H\). In finite dimension they supply an orthonormal basis \(e_i\). If the correction vanishes for all pairs, then \(g\langle e_i,(PX-XP)e_j\rangle=0\) for all \(i,j\). With \(g\neq0\), every matrix element of \(PX-XP\) is zero, and so is the operator. The other direction is immediate: if \(P\) commutes with \(X\), the correction is zero.

### Two sites with no kinetic term

Take \(T=0\), \(u=(1,1)\), and let \(X\) be the projector onto the first site. The even vector \((1,1)\) has energy \(2g\) and the odd vector \((1,-1)\) has energy \(0\). Between the normalised states the dipole element is \(1/2\), so the energy-weighted element is \(g\). The commutator with \(T\) gives zero, and the channel supplies everything.

This is also your parity situation. Moving the origin to the midpoint replaces \(X\) by \(X-\tfrac12\), which makes \(\langle u,(X-\tfrac12)u\rangle=0\) but leaves the even–odd element unchanged.

### The Lean statements in physical terms

The space `E` is a real or complex inner-product space, selected by `𝕜`. Real symmetric matrices are the case `𝕜 = ℝ` with `E` a Euclidean space. Operators are linear maps defined on all of `E`, and `IsSymmetric` means \(\langle Ax,y\rangle=\langle x,Ay\rangle\). The map `ketbra 𝕜 u` is \(|u\rangle\langle u|\) without normalisation, so the length of \(u\) contributes to the strength of the channel.

- `gauge_identity` is the corrected relation. It needs \(T\) symmetric, but \(X\) may be any linear map and the dimension may be infinite.
- `gauge_identity_channels` adds up the corrections of finitely many channels.
- `ketbra_commutes_iff` says that \(P\) commutes with \(X\) if and only if \(u\) is an eigenvector of \(X\).
- `gauges_agree_iff` answers your second question in the undivided form. Its left side says that the relation with \(TX-XT\) alone holds for all pairs of eigenvectors of \(H\), including pairs of equal energy; its right side is `∃ c : 𝕜, Module.End.HasEigenvector X c u`.

The last equivalence assumes finite dimension, symmetric \(T\) and \(X\), and nonzero \(g\) and \(u\). It treats one channel. With several, corrections can cancel between channels, as they do for two copies of the same \(u\) with opposite strengths. The unbounded kinetic and position operators on \(L^2\) are not linear maps on the whole space, so the statements apply to their basis-set matrices and not directly to them.

The order of the quantifiers matters. The equivalence compares a statement about all pairs \(a,b\) with a property of \(u\). If "for all \(a,b\)" is pulled outside the equivalence, the result is false: in the two-site model with \(a=b=(1,1)\) the correction is zero, yet \(u\) is not an eigenvector of \(X\). Agreement for one pair therefore does not guarantee agreement for the others: in the same model the even–odd pair disagrees when \(g\neq0\).

```lean
import Mathlib

open scoped InnerProductSpace

namespace NonlocalDipoleGauge

noncomputable section

variable {𝕜 E : Type*} [RCLike 𝕜] [NormedAddCommGroup E] [InnerProductSpace 𝕜 E]

/-- The unnormalised projector `|u⟩⟨u|`, sending `v` to `⟨u,v⟩ u`. -/
def ketbra (𝕜 : Type*) {E : Type*} [RCLike 𝕜] [NormedAddCommGroup E]
    [InnerProductSpace 𝕜 E] (u : E) : E →ₗ[𝕜] E where
  toFun v := ⟪u, v⟫_𝕜 • u
  map_add' v w := by rw [inner_add_right, add_smul]
  map_smul' c v := by rw [inner_smul_right, mul_smul, RingHom.id_apply]

/-- The map `|u⟩⟨u|` sends a vector `v` to `⟨u,v⟩ u`. -/
theorem ketbra_apply (u v : E) : ketbra 𝕜 u v = ⟪u, v⟫_𝕜 • u := rfl

/-- A separable potential `g |u⟩⟨u|` with real strength `g` is symmetric. -/
theorem channel_symmetric (g : ℝ) (u : E) : ((g : 𝕜) • ketbra 𝕜 u).IsSymmetric := by
  intro x y
  simp only [LinearMap.smul_apply, ketbra_apply, inner_smul_left, inner_smul_right,
    RCLike.conj_ofReal, inner_conj_symm]
  ring

/-- Matrix element of the commutator of a separable potential `g |u⟩⟨u|` with an
operator `X`. -/
theorem channel_commutator (g : ℝ) (u : E) (X : E →ₗ[𝕜] E) (a b : E) :
    ⟪a, ((g : 𝕜) • ketbra 𝕜 u) (X b) - X (((g : 𝕜) • ketbra 𝕜 u) b)⟫_𝕜 =
      (g : 𝕜) * (⟪a, u⟫_𝕜 * ⟪u, X b⟫_𝕜 - ⟪a, X u⟫_𝕜 * ⟪u, b⟫_𝕜) := by
  simp only [LinearMap.smul_apply, ketbra_apply, map_smul, inner_sub_right, inner_smul_right]
  ring

/-- For eigenvectors `a`, `b` of `T + W`, with `T` and `W` symmetric, the energy-weighted
matrix element of `X` is the sum of the matrix elements of `[T,X]` and `[W,X]`. -/
theorem length_velocity {T W : E →ₗ[𝕜] E} (hT : T.IsSymmetric) (hW : W.IsSymmetric)
    (X : E →ₗ[𝕜] E) {Ea Eb : ℝ} {a b : E}
    (ha : (T + W) a = (Ea : 𝕜) • a) (hb : (T + W) b = (Eb : 𝕜) • b) :
    ((Ea : 𝕜) - (Eb : 𝕜)) * ⟪a, X b⟫_𝕜 =
      ⟪a, T (X b) - X (T b)⟫_𝕜 + ⟪a, W (X b) - X (W b)⟫_𝕜 := by
  -- the Hamiltonian acts to the left on `a`
  have h1 : ⟪a, T (X b)⟫_𝕜 + ⟪a, W (X b)⟫_𝕜 = (Ea : 𝕜) * ⟪a, X b⟫_𝕜 := by
    rw [← hT a (X b), ← hW a (X b), ← inner_add_left, ← LinearMap.add_apply, ha,
      inner_smul_left, RCLike.conj_ofReal]
  -- and to the right on `b`
  have h2 : ⟪a, X (T b)⟫_𝕜 + ⟪a, X (W b)⟫_𝕜 = (Eb : 𝕜) * ⟪a, X b⟫_𝕜 := by
    rw [← inner_add_right, ← map_add X, ← LinearMap.add_apply, hb, map_smul,
      inner_smul_right]
  rw [inner_sub_right, inner_sub_right]
  linear_combination h2 - h1

/-- Dipole gauge relation for `H = T + g |u⟩⟨u|` with `T` symmetric: between eigenvectors of `H`,
the energy-weighted element of `X` is that of `[T,X]` plus a correction from `u`. -/
theorem gauge_identity {T : E →ₗ[𝕜] E} (hT : T.IsSymmetric) (X : E →ₗ[𝕜] E)
    (g : ℝ) (u : E) {Ea Eb : ℝ} {a b : E}
    (ha : (T + (g : 𝕜) • ketbra 𝕜 u) a = (Ea : 𝕜) • a)
    (hb : (T + (g : 𝕜) • ketbra 𝕜 u) b = (Eb : 𝕜) • b) :
    ((Ea : 𝕜) - (Eb : 𝕜)) * ⟪a, X b⟫_𝕜 = ⟪a, T (X b) - X (T b)⟫_𝕜 +
      (g : 𝕜) * (⟪a, u⟫_𝕜 * ⟪u, X b⟫_𝕜 - ⟪a, X u⟫_𝕜 * ⟪u, b⟫_𝕜) := by
  rw [length_velocity hT (channel_symmetric g u) X ha hb, channel_commutator]

/-- With several separable channels `∑ₖ gₖ |uₖ⟩⟨uₖ|` added to a symmetric `T`, the
corrections of the channels add up. -/
theorem gauge_identity_channels {ι : Type*} [Fintype ι] {T : E →ₗ[𝕜] E}
    (hT : T.IsSymmetric) (X : E →ₗ[𝕜] E) (g : ι → ℝ) (u : ι → E) {Ea Eb : ℝ} {a b : E}
    (ha : (T + ∑ k, (g k : 𝕜) • ketbra 𝕜 (u k)) a = (Ea : 𝕜) • a)
    (hb : (T + ∑ k, (g k : 𝕜) • ketbra 𝕜 (u k)) b = (Eb : 𝕜) • b) :
    ((Ea : 𝕜) - (Eb : 𝕜)) * ⟪a, X b⟫_𝕜 = ⟪a, T (X b) - X (T b)⟫_𝕜 +
      ∑ k, (g k : 𝕜) *
        (⟪a, u k⟫_𝕜 * ⟪u k, X b⟫_𝕜 - ⟪a, X (u k)⟫_𝕜 * ⟪u k, b⟫_𝕜) := by
  have hW : (∑ k, (g k : 𝕜) • ketbra 𝕜 (u k)).IsSymmetric := by
    intro x y
    rw [LinearMap.sum_apply, LinearMap.sum_apply, sum_inner, inner_sum]
    exact Finset.sum_congr rfl fun k _ => channel_symmetric (g k) (u k) x y
  rw [length_velocity hT hW X ha hb]
  congr 1
  rw [LinearMap.sum_apply, LinearMap.sum_apply, map_sum, ← Finset.sum_sub_distrib, inner_sum]
  exact Finset.sum_congr rfl fun k _ => channel_commutator (g k) (u k) X a b

/-- For nonzero `u` and symmetric `X`, the projector `|u⟩⟨u|` commutes with `X` if and only
if `u` is an eigenvector of `X`. -/
theorem ketbra_commutes_iff {X : E →ₗ[𝕜] E} (hX : X.IsSymmetric) {u : E} (hu : u ≠ 0) :
    ketbra 𝕜 u ∘ₗ X = X ∘ₗ ketbra 𝕜 u ↔ ∃ c : 𝕜, Module.End.HasEigenvector X c u := by
  have hne : ⟪u, u⟫_𝕜 ≠ 0 := inner_self_ne_zero.2 hu
  constructor
  · intro h
    -- apply the commutator to `u` itself
    have h1 := LinearMap.congr_fun h u
    simp only [LinearMap.comp_apply, ketbra_apply, map_smul] at h1
    refine ⟨(⟪u, u⟫_𝕜)⁻¹ * ⟪u, X u⟫_𝕜, Module.End.mem_eigenspace_iff.2 ?_, hu⟩
    rw [mul_smul, h1, inv_smul_smul₀ hne]
  · rintro ⟨c, hc⟩
    have hcu : X u = c • u := hc.apply_eq_smul
    -- the eigenvalue of a symmetric operator is real
    have hreal : (starRingEnd 𝕜) c = c := by
      have h := hX u u
      rw [hcu, inner_smul_left, inner_smul_right] at h
      exact mul_right_cancel₀ hne h
    refine LinearMap.ext fun v => ?_
    simp only [LinearMap.comp_apply, ketbra_apply, map_smul]
    rw [← hX u v, hcu, inner_smul_left, hreal, smul_smul, mul_comm]

/-- In finite dimension let `H = T + g |u⟩⟨u|` with `T`, `X` symmetric and `g`, `u` nonzero.
The commutator with `T` alone gives the energy-weighted elements of `X` between all
eigenvectors of `H` if and only if `u` is an eigenvector of `X`. -/
theorem gauges_agree_iff [FiniteDimensional 𝕜 E] {T X : E →ₗ[𝕜] E}
    (hT : T.IsSymmetric) (hX : X.IsSymmetric) {g : ℝ} (hg : g ≠ 0) {u : E} (hu : u ≠ 0) :
    (∀ (Ea Eb : ℝ) (a b : E),
      (T + (g : 𝕜) • ketbra 𝕜 u) a = (Ea : 𝕜) • a →
      (T + (g : 𝕜) • ketbra 𝕜 u) b = (Eb : 𝕜) • b →
      ((Ea : 𝕜) - (Eb : 𝕜)) * ⟪a, X b⟫_𝕜 = ⟪a, T (X b) - X (T b)⟫_𝕜) ↔
    ∃ c : 𝕜, Module.End.HasEigenvector X c u := by
  rw [← ketbra_commutes_iff hX hu]
  constructor
  · intro h
    have hH : (T + (g : 𝕜) • ketbra 𝕜 u).IsSymmetric := hT.add (channel_symmetric g u)
    -- an orthonormal basis of eigenvectors of the Hamiltonian
    obtain ⟨e, ε, he⟩ : ∃ (e : OrthonormalBasis (Fin (Module.finrank 𝕜 E)) 𝕜 E)
        (ε : Fin (Module.finrank 𝕜 E) → ℝ),
        ∀ i, (T + (g : 𝕜) • ketbra 𝕜 u) (e i) = (ε i : 𝕜) • e i :=
      ⟨hH.eigenvectorBasis rfl, hH.eigenvalues rfl, hH.apply_eigenvectorBasis rfl⟩
    have hz : ∀ i j, ⟪e i, ketbra 𝕜 u (X (e j)) - X (ketbra 𝕜 u (e j))⟫_𝕜 = 0 := by
      intro i j
      have h1 := h _ _ _ _ (he i) (he j)
      have h2 := length_velocity hT (channel_symmetric g u) X (he i) (he j)
      have h3 : ⟪e i, ((g : 𝕜) • ketbra 𝕜 u) (X (e j)) -
          X (((g : 𝕜) • ketbra 𝕜 u) (e j))⟫_𝕜 = 0 := by
        linear_combination h1 - h2
      rw [LinearMap.smul_apply, LinearMap.smul_apply, LinearMap.map_smul, ← smul_sub,
        inner_smul_right] at h3
      exact (mul_eq_zero.1 h3).resolve_left (RCLike.ofReal_ne_zero.2 hg)
    -- all matrix elements of the commutator vanish, hence so does the commutator
    refine e.toBasis.ext fun j => ?_
    rw [OrthonormalBasis.coe_toBasis, LinearMap.comp_apply, LinearMap.comp_apply]
    have hs := e.sum_repr' (ketbra 𝕜 u (X (e j)) - X (ketbra 𝕜 u (e j)))
    simp only [hz, zero_smul, Finset.sum_const_zero] at hs
    exact sub_eq_zero.1 hs.symm
  · intro hc Ea Eb a b ha hb
    have hcb : ketbra 𝕜 u (X b) = X (ketbra 𝕜 u b) := LinearMap.congr_fun hc b
    rw [length_velocity hT (channel_symmetric g u) X ha hb, LinearMap.smul_apply,
      LinearMap.smul_apply, LinearMap.map_smul, hcb, sub_self, inner_zero_right, add_zero]

/-- The even combination `(1, 1)` of two sites. -/
def even : EuclideanSpace ℝ (Fin 2) := !₂[1, 1]

/-- The odd combination `(1, -1)` of two sites. -/
def odd : EuclideanSpace ℝ (Fin 2) := !₂[1, -1]

/-- The first of two sites, `(1, 0)`. -/
def site : EuclideanSpace ℝ (Fin 2) := !₂[1, 0]

/-- Two sites with `T = 0` and `H = g |even⟩⟨even|`: the unnormalised vectors `even` and `odd` have
energies `2g` and `0`, and the energy-weighted element of `X = |site⟩⟨site|` between them is `2g`.
-/
theorem two_site_witness (g : ℝ) :
    (g • ketbra ℝ even) even = (2 * g) • even ∧
    (g • ketbra ℝ even) odd = (0 : ℝ) • odd ∧
    (2 * g - 0) * ⟪even, ketbra ℝ site odd⟫_ℝ = 2 * g := by
  have h1 : ⟪even, even⟫_ℝ = 2 := by
    rw [PiLp.inner_apply, Fin.sum_univ_two]
    norm_num [even]
  have h2 : ⟪even, odd⟫_ℝ = 0 := by
    norm_num [even, odd, PiLp.inner_apply, Fin.sum_univ_two]
  have h3 : ⟪site, odd⟫_ℝ = 1 := by
    norm_num [site, odd, PiLp.inner_apply, Fin.sum_univ_two]
  have h4 : ⟪even, site⟫_ℝ = 1 := by
    norm_num [even, site, PiLp.inner_apply, Fin.sum_univ_two]
  refine ⟨?_, ?_, ?_⟩
  · rw [LinearMap.smul_apply, ketbra_apply, h1]
    module
  · rw [LinearMap.smul_apply, ketbra_apply, h2, zero_smul, zero_smul, smul_zero]
  · rw [ketbra_apply, h3, inner_smul_right, h4]
    ring

end

end NonlocalDipoleGauge
```

```lean
#print axioms NonlocalDipoleGauge.gauge_identity
-- 'NonlocalDipoleGauge.gauge_identity' depends on axioms: [propext, Classical.choice, Quot.sound]
#print axioms NonlocalDipoleGauge.gauge_identity_channels
-- 'NonlocalDipoleGauge.gauge_identity_channels' depends on axioms: [propext, Classical.choice, Quot.sound]
#print axioms NonlocalDipoleGauge.gauges_agree_iff
-- 'NonlocalDipoleGauge.gauges_agree_iff' depends on axioms: [propext, Classical.choice, Quot.sound]
```

### The same steps in the proofs

`channel_symmetric` and `channel_commutator` expand the definition of the channel; `ring` then matches the products of inner products.

`length_velocity` is the subtraction above, for any symmetric `W`. Its `h1` moves \(T\) and \(W\) onto \(a\) and uses the eigenvalue equation there, `h2` applies the eigenvalue equation for \(b\) directly, and `linear_combination h2 - h1` combines them. `gauge_identity` then inserts the explicit channel commutator. For several channels, the proof first shows that the sum is symmetric and then evaluates the commutator term by term.

In `ketbra_commutes_iff`, the forward direction evaluates the operator equation at \(u\) and divides by \(\langle u,u\rangle\). In the reverse direction, `hreal` obtains the reality of \(c\) from \(\langle Xu,u\rangle=\langle u,Xu\rangle\).

`gauges_agree_iff` first replaces the eigenvector condition by commutation. It then takes the orthonormal eigenvectors `e` of \(H\) with energies `ε`. Comparing the assumed relation with `length_velocity` gives `hz`, the vanishing of all matrix elements of \(PX-XP\); this is where \(g\neq0\) is used. Expanding in the basis with `e.sum_repr'` shows that the commutator vanishes on each basis vector. The converse substitutes the commutation into `length_velocity`. Finally, `two_site_witness` computes four inner products and inserts them, with unnormalised vectors, so its energy-weighted element is \(2g\) instead of \(g\).

### The correction in a Gaussian-basis calculation

Suppose the Gaussians \(\chi_\mu\) and the projector function \(u\) are real, and the Gaussians are not orthogonal. Let \(S\) be their overlap matrix, \(\mathbf X\) the matrix of dipole integrals, \(d_\mu=\langle\chi_\mu|u\rangle\) the projector overlaps, and \(C_a,C_b\) the real orbital coefficient vectors. After symmetric orthogonalisation, the vector called \(u\) above is \(S^{-1/2}d\), and the correction reads
\[
g\left[(C_a^{T}d)(d^{T}S^{-1}\mathbf X C_b)-(C_a^{T}\mathbf X S^{-1}d)(d^{T}C_b)\right].
\]
With \(\mathbf T\) the matrix of kinetic and local-potential integrals, the element of the matrix commutator is \(C_a^{T}(\mathbf T S^{-1}\mathbf X-\mathbf X S^{-1}\mathbf T)C_b\). Add the correction to it and divide by \(E_a-E_b\), when that is nonzero, to recover the direct dipole element.

A velocity-form calculation usually evaluates gradient integrals in place of the matrix commutator \(TX-XT\). In a finite basis these generally differ, so a discrepancy can remain after the channel correction has been added. The correction above is a basis-set quantity too: its factor \(d^{T}S^{-1}\mathbf X C_b\) contains only the projection of the function \(u\) onto the span of the Gaussians, so it can differ from the dipole integral taken directly between \(u\) and the orbital \(b\).
